# For two complex harmonics of distinct frequencies, the smallest eigenvalue of the averaged Gram matrix vanishes as the square of the window length

Suppose a magnetic oscillation contains two neighbouring frequencies and is recorded over a short range of inverse field. The two harmonics then look almost alike. Large amplitudes of nearly opposite sign almost cancel, so very different pairs of amplitudes fit the data about equally well, and a little noise can move the fit from one pair to another. In a simplified model with two complex harmonics, the size of this effect can be read from the smallest eigenvalue of a 2×2 matrix.

## The overlap and its eigenvalues by hand

Let x be the inverse field measured from one edge of the window [0, L], with L > 0. Let F₀ ≠ F₁ be the two known real frequencies, and put d = F₀ − F₁. The modes are eⱼ(x) = exp(2πi Fⱼ x), and their averaged Gram matrix is

Gⱼₖ = (1/L) ∫₀ᴸ eⱼ(x)* eₖ(x) dx.

A signal c₀e₀ + c₁e₁ has mean square Σⱼₖ cⱼ* Gⱼₖ cₖ. The smallest eigenvalue of G is therefore the weakest mean-square signal that amplitudes with |c₀|² + |c₁|² = 1 can produce.

On the diagonal the integrand is 1, so G₀₀ = G₁₁ = 1. Off the diagonal, with a = πdL,

G₀₁ = (1/L) ∫₀ᴸ exp(−2πi d x) dx = (exp(−2ia) − 1)/(−2ia).

Since exp(−2ia) − 1 = exp(−ia)(exp(−ia) − exp(ia)) = −2i exp(−ia) sin a,

G₀₁ = exp(−ia) sin a / a, and G₁₀ = exp(ia) sin a / a.

The modes are orthogonal exactly when sin a = 0, that is, when dL is an integer. With r = |sin a / a|, the secular equation is

(1 − μ)² − G₀₁G₁₀ = (1 − μ)² − r² = 0,

so μ = 1 ± r, and the smallest eigenvalue is λ = 1 − r.

For small a, sin a / a = 1 − a²/6 + O(a⁴), which is positive. Hence λ/a² → 1/6, and because a² = π²d²L²,

λ/L² → π²d²/6 as L → 0⁺.

The eigenvalues sum to 2, so the condition number is κ = (2 − λ)/λ, and

L²κ = (2 − λ)/(λ/L²) → 12/(π²d²).

For this undamped two-mode model with known frequencies, halving an already short window makes the condition number of the Gram matrix about four times larger.

## Modes, Gram matrix and eigenvalues in Lean

```lean
import Mathlib

open Filter Topology
open scoped Real Matrix ComplexConjugate

namespace NeighbouringFrequencies

noncomputable section
```

The function `mode` is the complex harmonic, with frequency and position both real.

```lean
/-- The harmonic mode `exp(2 π i f x)` of frequency `f` at inverse field `x`. -/
def mode (f x : ℝ) : ℂ := Complex.exp (((2 * π * f * x : ℝ) : ℂ) * Complex.I)
```

The matrix `gram F L` is defined by the integral itself, with the conjugate on the first factor. The average is continuous and uniform: sampling, noise and damping are left out. A real cosine contains both F and −F, so two real oscillations of different positive frequencies and unknown phases involve four such modes and a 4×4 matrix. The L² law does not carry over to that matrix: its smallest eigenvalue vanishes faster than L² as the window shrinks.

```lean
/-- The Gram matrix of the modes with frequencies `F j`, averaged over the window `[0, L]`,
for `L > 0`. -/
def gram {ι : Type*} (F : ι → ℝ) (L : ℝ) : Matrix ι ι ℂ :=
  Matrix.of fun j k => (1 / (L : ℂ)) * ∫ x in (0 : ℝ)..L, conj (mode (F j) x) * mode (F k) x
```

An eigenvalue is a real μ with a nonzero vector `v` satisfying `A *ᵥ v = (μ : ℂ) • v`. Restricting to real μ loses nothing here, because a Gram matrix is Hermitian.

```lean
/-- The set of real eigenvalues of a complex two-by-two matrix. -/
def realEigenvalues (A : Matrix (Fin 2) (Fin 2) ℂ) : Set ℝ :=
  {μ | ∃ v : Fin 2 → ℂ, v ≠ 0 ∧ A *ᵥ v = (μ : ℂ) • v}
```

## Entries of the matrix

For the diagonal, `h` shows that the two phases cancel, and the average of 1 is 1.

```lean
/-- Every mode has unit mean square over a window of positive length. -/
theorem gram_diag {ι : Type*} (F : ι → ℝ) {L : ℝ} (hL : 0 < L) (j : ι) :
    gram F L j j = 1 := by
  have hL' : (L : ℂ) ≠ 0 := by exact_mod_cast hL.ne'
  have h : ∀ x : ℝ, conj (mode (F j) x) * mode (F j) x = 1 := by
    intro x
    rw [mode, ← Complex.exp_conj, ← Complex.exp_add]
    simp only [map_mul, Complex.conj_ofReal, Complex.conj_I, mul_neg, neg_add_cancel,
      Complex.exp_zero]
  simp only [gram, Matrix.of_apply, h, intervalIntegral.integral_const, sub_zero,
    Complex.real_smul, mul_one]
  exact one_div_mul_cancel hL'
```

The next theorem gives the off-diagonal entry for any two labels `j` and `k` with distinct frequencies. In its proof, `hint` merges the exponentials into one at the difference frequency, `half` is the half-angle identity used above, and `alg` cancels the common factors. Distinct frequencies make the exponent's coefficient nonzero (`hc`), as the integration formula requires.

```lean
/-- The overlap of two modes of distinct frequencies over a window of length `L > 0` is a phase
factor times `sin(π d L) / (π d L)`, with `d` the frequency difference. -/
theorem gram_overlap {ι : Type*} (F : ι → ℝ) {L : ℝ} (hL : 0 < L) {j k : ι}
    (hF : F j ≠ F k) :
    gram F L j k = Complex.exp (((-(π * (F j - F k) * L) : ℝ) : ℂ) * Complex.I) *
      ((Real.sin (π * (F j - F k) * L) / (π * (F j - F k) * L) : ℝ) : ℂ) := by
  have hL' : (L : ℂ) ≠ 0 := by exact_mod_cast hL.ne'
  have hπ : (π : ℂ) ≠ 0 := by exact_mod_cast Real.pi_ne_zero
  have hd : (F j : ℂ) - F k ≠ 0 := sub_ne_zero.mpr (by exact_mod_cast hF)
  have hI := Complex.I_ne_zero
  have hc : (-2 * π * ((F j : ℂ) - F k) * Complex.I) ≠ 0 :=
    mul_ne_zero (mul_ne_zero (mul_ne_zero (by norm_num) hπ) hd) hI
  -- the integrand oscillates at the difference frequency
  have hint : ∀ x : ℝ, conj (mode (F j) x) * mode (F k) x =
      Complex.exp ((-2 * π * ((F j : ℂ) - F k) * Complex.I) * x) := by
    intro x
    rw [mode, mode, ← Complex.exp_conj, ← Complex.exp_add]
    congr 1
    simp only [map_mul, Complex.conj_ofReal, Complex.conj_I]
    push_cast
    ring
  -- half-angle form of the integrated exponential
  have half : ∀ z : ℂ, Complex.exp (-2 * z * Complex.I) - 1 =
      Complex.exp (-z * Complex.I) * (-2 * Complex.I * Complex.sin z) := by
    intro z
    have h1 : Complex.exp (-2 * z * Complex.I) =
        Complex.exp (-z * Complex.I) * Complex.exp (-z * Complex.I) := by
      rw [← Complex.exp_add]
      congr 1
      ring
    rw [h1, Complex.exp_mul_I, Complex.cos_neg, Complex.sin_neg]
    linear_combination Complex.sin_sq_add_cos_sq z - (Complex.sin z) ^ 2 * Complex.I_sq
  have alg : ∀ D E S : ℂ, D ≠ 0 → 1 / (L : ℂ) * (E * (-2 * Complex.I * S) /
      (-2 * π * D * Complex.I)) = E * (S / (π * D * L)) := by
    intro D E S hD
    field_simp
  have harg : (-2 * π * ((F j : ℂ) - F k) * Complex.I) * (L : ℂ) =
      -2 * (π * ((F j : ℂ) - F k) * L) * Complex.I := by ring
  simp only [gram, Matrix.of_apply, hint]
  rw [integral_exp_mul_complex hc, Complex.ofReal_zero, mul_zero, Complex.exp_zero, harg,
    half, alg _ _ _ hd]
  push_cast
  rfl
```

Orthogonality follows because the phase factor never vanishes and the denominator is nonzero. What remains is sin(πdL) = 0, whose solutions are the integer values of dL.

```lean
/-- Two modes of distinct frequencies are orthogonal over a window of length `L > 0` exactly when
the window holds a whole number of beats. -/
theorem orthogonal_iff_whole_beats {ι : Type*} (F : ι → ℝ) {L : ℝ} (hL : 0 < L) {j k : ι}
    (hF : F j ≠ F k) : gram F L j k = 0 ↔ ∃ n : ℤ, (F j - F k) * L = n := by
  have hp : π * (F j - F k) * L ≠ 0 :=
    mul_ne_zero (mul_ne_zero Real.pi_ne_zero (sub_ne_zero.mpr hF)) hL.ne'
  rw [gram_overlap F hL hF, mul_eq_zero, or_iff_right (Complex.exp_ne_zero _),
    Complex.ofReal_eq_zero, div_eq_zero_iff, or_iff_left hp, Real.sin_eq_zero_iff]
  constructor
  · rintro ⟨n, hn⟩
    exact ⟨n, mul_left_cancel₀ Real.pi_ne_zero (by linear_combination -hn)⟩
  · rintro ⟨n, hn⟩
    exact ⟨n, by linear_combination -π * hn⟩
```

## The spectrum and its least element

The theorem `eigenvalues_gram` gives the whole set of eigenvalues. First, `hprod` computes G₀₁G₁₀ = r², where the opposite phases cancel. Then `hdet` replaces the existence of an eigenvector by a vanishing determinant, and `hval` factors that determinant as (μ − (1 − r))(μ − (1 + r)).

```lean
/-- For two distinct frequencies and `L > 0`, the real eigenvalues of the Gram matrix are
`1 - |sin(π d L) / (π d L)|` and `1 + |sin(π d L) / (π d L)|`. -/
theorem eigenvalues_gram {F : Fin 2 → ℝ} (hF : F 0 ≠ F 1) {L : ℝ} (hL : 0 < L) :
    realEigenvalues (gram F L) =
      {1 - |Real.sin (π * (F 0 - F 1) * L) / (π * (F 0 - F 1) * L)|,
       1 + |Real.sin (π * (F 0 - F 1) * L) / (π * (F 0 - F 1) * L)|} := by
  have hprod : gram F L 0 1 * gram F L 1 0 =
      ((|Real.sin (π * (F 0 - F 1) * L) / (π * (F 0 - F 1) * L)| ^ 2 : ℝ) : ℂ) := by
    have h10 : π * (F 1 - F 0) * L = -(π * (F 0 - F 1) * L) := by ring
    rw [gram_overlap F hL hF, gram_overlap F hL hF.symm, h10, neg_neg, Real.sin_neg,
      neg_div_neg_eq, sq_abs, Complex.ofReal_pow]
    generalize π * (F 0 - F 1) * L = a
    have hE : Complex.exp (((-a : ℝ) : ℂ) * Complex.I) * Complex.exp ((a : ℂ) * Complex.I)
        = 1 := by
      rw [← Complex.exp_add, Complex.ofReal_neg, neg_mul, neg_add_cancel, Complex.exp_zero]
    linear_combination ((Real.sin a / a : ℝ) : ℂ) ^ 2 * hE
  generalize |Real.sin (π * (F 0 - F 1) * L) / (π * (F 0 - F 1) * L)| = r at hprod ⊢
  ext μ
  have hscal : ∀ v : Fin 2 → ℂ, !![(μ : ℂ), 0; 0, (μ : ℂ)] *ᵥ v = (μ : ℂ) • v := by
    intro v
    ext i
    fin_cases i <;> simp [Matrix.mulVec, dotProduct, Fin.sum_univ_two]
  -- eigenvalues are the zeros of the secular determinant
  have hdet : μ ∈ realEigenvalues (gram F L) ↔
      (gram F L - !![(μ : ℂ), 0; 0, (μ : ℂ)]).det = 0 := by
    rw [← Matrix.exists_mulVec_eq_zero_iff]
    simp only [realEigenvalues, Set.mem_ofPred_eq, Matrix.sub_mulVec, hscal, sub_eq_zero]
  have hval : (gram F L - !![(μ : ℂ), 0; 0, (μ : ℂ)]).det =
      (((μ - (1 - r)) * (μ - (1 + r)) : ℝ) : ℂ) := by
    rw [Matrix.det_fin_two]
    simp only [Matrix.sub_apply, gram_diag F hL, Matrix.of_apply, Matrix.cons_val_zero,
      Matrix.cons_val_one, Matrix.cons_val_fin_one, sub_zero]
    rw [hprod]
    push_cast
    ring
  rw [hdet, hval, Complex.ofReal_eq_zero, mul_eq_zero, sub_eq_zero, sub_eq_zero]
  rfl
```

`IsLeast` says that the value belongs to the set and is a lower bound for it. Both follow from the spectrum and r ≥ 0.

The hypothesis F₀ ≠ F₁ matters here. If F₀ = F₁, every entry of G is 1 and the eigenvalues are 0 and 2. Lean evaluates sin 0 / 0 as 0, so the formula would return 1, which is not an eigenvalue at all.

```lean
/-- For two distinct frequencies and `L > 0`, the smallest eigenvalue of the Gram matrix is
`1 - |sin(π d L) / (π d L)|`, with `d` the frequency difference. -/
theorem smallest_eigenvalue {F : Fin 2 → ℝ} (hF : F 0 ≠ F 1) {L : ℝ} (hL : 0 < L) :
    IsLeast (realEigenvalues (gram F L))
      (1 - |Real.sin (π * (F 0 - F 1) * L) / (π * (F 0 - F 1) * L)|) := by
  rw [eigenvalues_gram hF hL]
  refine ⟨Or.inl rfl, ?_⟩
  have h0 := abs_nonneg (Real.sin (π * (F 0 - F 1) * L) / (π * (F 0 - F 1) * L))
  rintro μ (h | h)
  · exact h.ge
  · have h' : μ = 1 + |Real.sin (π * (F 0 - F 1) * L) / (π * (F 0 - F 1) * L)| := h
    linarith
```

## Short windows

The expansion of the sine enters as an explicit bound. For |x| ≤ 1, Mathlib gives |sin x − (x − x³/6)| ≤ |x|⁵/100, which the proof relaxes to 5|x|⁴/96. Dividing by |x| bounds the error in sin x / x and shows that this quotient is positive, so the modulus can be removed. Dividing by x² then leaves an error of at most 5|x|/96, which is below the stated |x|.

```lean
/-- For `0 < |x| ≤ 1`, the loss of overlap `1 - |sin x / x|` divided by `x²` differs from `1/6`
by at most `|x|`. -/
theorem overlap_loss_bound {x : ℝ} (hx : x ≠ 0) (h1 : |x| ≤ 1) :
    |(1 - |Real.sin x / x|) / x ^ 2 - 1 / 6| ≤ |x| := by
  have hpos : 0 < |x| := abs_pos.mpr hx
  have hx2 : 0 < x ^ 2 := by positivity
  have hb : |Real.sin x / x - (1 - x ^ 2 / 6)| ≤ |x| ^ 3 * (5 / 96) := by
    have e : Real.sin x / x - (1 - x ^ 2 / 6) = (Real.sin x - (x - x ^ 3 / 6)) / x := by
      field_simp
    rw [e, abs_div, div_le_iff₀ hpos]
    have h4 : 0 ≤ |x| ^ 4 := pow_nonneg hpos.le 4
    have h5 : |x| ^ 4 * |x| ≤ |x| ^ 4 * 1 := mul_le_mul_of_nonneg_left h1 h4
    calc |Real.sin x - (x - x ^ 3 / 6)| ≤ |x| ^ 5 / 100 := Real.sin_bound h1
      _ ≤ |x| ^ 4 * (5 / 96) := by nlinarith [h4, h5]
      _ = |x| ^ 3 * (5 / 96) * |x| := by ring
  have h3 : |x| ^ 3 ≤ 1 := pow_le_one₀ hpos.le h1
  have h2 : x ^ 2 ≤ 1 := by
    rw [← sq_abs]
    exact pow_le_one₀ hpos.le h1
  -- the overlap is positive here, so the modulus can be dropped
  have hy : 0 < Real.sin x / x := by linarith [(abs_le.mp hb).1]
  rw [abs_of_pos hy]
  generalize Real.sin x / x = y at hb
  have e : (1 - y) / x ^ 2 - 1 / 6 = -(y - (1 - x ^ 2 / 6)) / x ^ 2 := by
    field_simp
    ring
  rw [e, abs_div, abs_neg, abs_of_pos hx2, div_le_iff₀ hx2]
  have e3 : |x| * x ^ 2 = |x| ^ 3 := by
    rw [← sq_abs x]
    ring
  rw [e3]
  linarith [pow_pos hpos 3]
```

The limit is stated for any function `low` whose value at each L > 0 is the least eigenvalue; `smallest_eigenvalue` shows that such a function exists. The notation `𝓝[>] 0` means that L approaches zero from above. The proof obtains the limit 1/6 from the bound (`hg`), substitutes x = πdL (`hs`) and multiplies by (πd)². Uniqueness of a least element identifies `low L` with the formula.

```lean
/-- For two distinct frequencies, the smallest eigenvalue of the Gram matrix divided by `L²` tends
to `π² d² / 6` as the window length `L` shrinks to zero. -/
theorem smallest_eigenvalue_short_window {F : Fin 2 → ℝ} (hF : F 0 ≠ F 1) {low : ℝ → ℝ}
    (hlow : ∀ L, 0 < L → IsLeast (realEigenvalues (gram F L)) (low L)) :
    Tendsto (fun L => low L / L ^ 2) (𝓝[>] 0) (𝓝 (π ^ 2 * (F 0 - F 1) ^ 2 / 6)) := by
  have hc : π * (F 0 - F 1) ≠ 0 := mul_ne_zero Real.pi_ne_zero (sub_ne_zero.mpr hF)
  have hg : Tendsto (fun x : ℝ => (1 - |Real.sin x / x|) / x ^ 2) (𝓝[≠] 0) (𝓝 (1 / 6)) := by
    refine tendsto_iff_norm_sub_tendsto_zero.mpr (squeeze_zero'
      (Eventually.of_forall fun x => norm_nonneg _) ?_
      ((continuous_abs.tendsto' (0 : ℝ) 0 abs_zero).mono_left nhdsWithin_le_nhds))
    filter_upwards [self_mem_nhdsWithin,
      nhdsWithin_le_nhds (Metric.ball_mem_nhds (0 : ℝ) one_pos)] with x hx hb
    have hb' : |x| < 1 := by simpa [Real.dist_eq] using hb
    exact overlap_loss_bound hx hb'.le
  -- rescale the window by the difference frequency
  have hs : Tendsto (fun L : ℝ => π * (F 0 - F 1) * L) (𝓝[>] 0) (𝓝[≠] 0) := by
    refine tendsto_nhdsWithin_iff.mpr ⟨?_, ?_⟩
    · exact ((continuous_const.mul continuous_id).tendsto' (0 : ℝ) 0
        (mul_zero _)).mono_left nhdsWithin_le_nhds
    · filter_upwards [self_mem_nhdsWithin] with L hL
      exact mul_ne_zero hc (ne_of_gt hL)
  have hlim := (hg.comp hs).const_mul ((π * (F 0 - F 1)) ^ 2)
  have hk : (π * (F 0 - F 1)) ^ 2 * (1 / 6) = π ^ 2 * (F 0 - F 1) ^ 2 / 6 := by ring
  rw [hk] at hlim
  refine hlim.congr' ?_
  filter_upwards [self_mem_nhdsWithin] with L hL
  rw [(hlow L hL).unique (smallest_eigenvalue hF hL), Function.comp_apply,
    mul_pow (π * (F 0 - F 1)) L 2, ← mul_div_assoc, mul_div_mul_left _ _ (pow_ne_zero 2 hc)]
```

For the condition number, `high` is likewise the greatest eigenvalue. The step `hsum` proves `high L = 2 - low L`. The numerator therefore tends to 2, while `low L / L ^ 2` tends to a nonzero number, and the quotient of the limits is 12/(π²d²).

```lean
/-- For two distinct frequencies, the condition number of the Gram matrix (largest over smallest
eigenvalue) times `L²` tends to `12 / (π² d²)` as the window length `L` shrinks to zero. -/
theorem condition_number_short_window {F : Fin 2 → ℝ} (hF : F 0 ≠ F 1) {low high : ℝ → ℝ}
    (hlow : ∀ L, 0 < L → IsLeast (realEigenvalues (gram F L)) (low L))
    (hhigh : ∀ L, 0 < L → IsGreatest (realEigenvalues (gram F L)) (high L)) :
    Tendsto (fun L => L ^ 2 * (high L / low L)) (𝓝[>] 0)
      (𝓝 (12 / (π ^ 2 * (F 0 - F 1) ^ 2))) := by
  have hd : F 0 - F 1 ≠ 0 := sub_ne_zero.mpr hF
  have hk : π ^ 2 * (F 0 - F 1) ^ 2 / 6 ≠ 0 := by positivity
  have h1 := smallest_eigenvalue_short_window hF hlow
  have hsq : Tendsto (fun L : ℝ => L ^ 2) (𝓝[>] 0) (𝓝 0) :=
    ((continuous_pow 2).tendsto' (0 : ℝ) 0 (by norm_num)).mono_left nhdsWithin_le_nhds
  -- the two eigenvalues add up to the trace, which is 2
  have h2 := ((h1.mul hsq).const_sub 2).div h1 hk
  have hv : (2 - π ^ 2 * (F 0 - F 1) ^ 2 / 6 * 0) / (π ^ 2 * (F 0 - F 1) ^ 2 / 6) =
      12 / (π ^ 2 * (F 0 - F 1) ^ 2) := by
    rw [mul_zero, sub_zero, div_div_eq_mul_div]
    norm_num
  rw [hv] at h2
  refine h2.congr' ?_
  filter_upwards [self_mem_nhdsWithin] with L hL
  have hL0 : L ^ 2 ≠ 0 := pow_ne_zero 2 (ne_of_gt hL)
  have hsum : high L = 2 - low L := by
    have hl := (hlow L hL).unique (smallest_eigenvalue hF hL)
    have hu := hhigh L hL
    rw [eigenvalues_gram hF hL] at hu
    have hle := hu.2 (Or.inr rfl)
    have h0 := abs_nonneg (Real.sin (π * (F 0 - F 1) * L) / (π * (F 0 - F 1) * L))
    rcases hu.1 with h | h
    · have h' : high L = 1 - |Real.sin (π * (F 0 - F 1) * L) / (π * (F 0 - F 1) * L)| := h
      linarith
    · have h' : high L = 1 + |Real.sin (π * (F 0 - F 1) * L) / (π * (F 0 - F 1) * L)| := h
      linarith
  simp only [Pi.div_apply]
  rw [div_mul_cancel₀ _ hL0, ← hsum, div_div_eq_mul_div]
  ring

end

end NeighbouringFrequencies
```

```lean
#print axioms NeighbouringFrequencies.orthogonal_iff_whole_beats
#print axioms NeighbouringFrequencies.smallest_eigenvalue_short_window
#print axioms NeighbouringFrequencies.condition_number_short_window
```

```
'NeighbouringFrequencies.orthogonal_iff_whole_beats' depends on axioms: [propext, Classical.choice, Quot.sound]
'NeighbouringFrequencies.smallest_eigenvalue_short_window' depends on axioms: [propext, Classical.choice, Quot.sound]
'NeighbouringFrequencies.condition_number_short_window' depends on axioms: [propext, Classical.choice, Quot.sound]
```
